# If a state has $\langle S_z\rangle=m$ and $\langle S^2\rangle=m(m+1)$, then $\langle XS_+\rangle=0$ and $\langle XS_z\rangle=m\langle X\rangle$ for every $X$

Fixing $\langle S^2\rangle=2$ in a four-electron calculation does not give me a triplet. At $M=0$, a mixture of two thirds singlet and one third quintet has $\frac23\cdot 0+\frac13\cdot 6=2$, and contains no triplet at all. I have been told that the trouble disappears if I work at $M=1$, because the same single number then enforces every linear spin constraint: $\langle XS_+\rangle=0$ and $\langle XS_z\rangle=\langle X\rangle$ for all operators $X$. How can one expectation value imply a whole family of equations, and why does the projection matter?

## Two non-negative terms with sum zero

At maximal projection, where $M$ equals the total spin $S$, $\langle S^2\rangle$ sits at its lowest possible value for the given $\langle S_z\rangle$. Any violation of the constraints would raise it.

Write $w(X)$ for the expectation value of $X$, $P=S_+$, $Z=S_z$, and take $\hbar=1$. The functional $w$ is linear, $w(1)=1$, and $w(x^*x)\ge 0$ for every operator $x$. If $S_x,S_y$ are self-adjoint and $[S_x,S_y]=iS_z$, then

$$P^*P=(S_x-iS_y)(S_x+iS_y)=S_x^2+S_y^2+i[S_x,S_y]=S_x^2+S_y^2-S_z,$$

so the total spin operator is $C=P^*P+Z^2+Z$.

Let $w(Z)=m$ with $m$ real. Since $Z$ is self-adjoint,

$$w\big((Z-m)^*(Z-m)\big)=w(Z^2)-2m\,w(Z)+m^2=w(Z^2)-m^2,$$

and therefore

$$w(C)=m(m+1)+w(P^*P)+w\big((Z-m)^*(Z-m)\big).$$

If $w(C)=m(m+1)$, the last two terms add up to zero. Neither is negative, so both vanish.

It remains to get from $w(a^*a)=0$ to $w(xa)=0$ for every $x$. Positivity on $x^*+ca$, with $c$ any complex number, gives

$$0\le w(xx^*)+c\,w(xa)+\bar c\,w(a^*x^*)+|c|^2w(a^*a),$$

and the last term is zero. What is left is real and affine in $c$, and it is bounded below on the whole plane, so it is constant: $c\,w(xa)+\bar c\,w(a^*x^*)=0$ for all $c$. Taking $c=1$ and $c=i$ gives $w(xa)+w(a^*x^*)=0$ and $w(xa)-w(a^*x^*)=0$. Hence $w(xa)=0$.

With $a=P$ this is $w(XP)=0$. With $a=Z-m$ it is $w(XZ)=m\,w(X)$.

Conversely, suppose that the constraints hold. Then $X=P^*$ gives $w(P^*P)=0$ and $X=Z$ gives $w(Z^2)=m^2$, so $w(C)=m^2+m$. The constraints also fix the total spin inside any product:

$$w(XC)=w(XP^*P)+w(XZZ)+w(XZ)=0+m^2w(X)+m\,w(X)=m(m+1)\,w(X).$$

Your mixture has $m=0$, where the required value is $m(m+1)=0$, not $2$. The two non-negative terms then add up to $2$, so they cannot both vanish. Since every component has $M=0$, the variance term is zero and $w(P^*P)=2$, which violates $w(XP)=0$ at $X=P^*$. A pure triplet with $M=0$ gives the same values and violates the same constraint, so at $M=0$ the condition $\langle S^2\rangle=2$ cannot tell it from the mixture.

## What the formal statement says about spin

The operators live in `A`, a complex algebra with an adjoint `star`; its dimension need not be finite. A state is a linear map `w : A →ₗ[ℂ] ℂ` satisfying `IsState w`, so pure states and ensembles are treated alike. The inequality `0 ≤ w (star x * x)` between complex numbers means that the value is real and non-negative.

The main theorem, `maximal_projection_iff`, takes a state, a self-adjoint `Z` and a real `m` with `w Z = m`. For any `P` whatever, it says that `w (totalSpin P Z) = m * (m + 1)` holds if and only if `w (X * P) = 0` and `w (X * Z) = m * w X` for all `X`. A sharp projection, $w(Z^2)=m^2$, is a consequence and not a hypothesis. The commutation relation is not assumed here either; it enters only in `totalSpin_cartesian`, which identifies `totalSpin` with $S_x^2+S_y^2+S_z^2$.

For variational calculations with the two-electron reduced density matrix, this means that at maximal projection the one condition on $\langle S^2\rangle$ already contains the linear spin constraints, if the matrix comes from a functional positive on the whole algebra, as the theorem assumes. For one-body $X$ less is enough. Since $S_+$ and $S_z$ are one-body operators too, the argument above then uses positivity only on one-body operators plus multiples of the identity. At a fixed number $N$ of electrons this is the G condition, $w(x^*x)\ge 0$ for all one-body $x$, because the identity can be written as the number operator divided by $N$.

```lean
import Mathlib

open scoped ComplexOrder

namespace MaximalSpinProjection

noncomputable section

variable {A : Type*} [Ring A] [StarRing A] [Algebra ℂ A] [StarModule ℂ A]

/-- A state: a normalised positive linear functional on the operator algebra. -/
structure IsState (w : A →ₗ[ℂ] ℂ) : Prop where
  normalized : w 1 = 1
  positive : ∀ x : A, 0 ≤ w (star x * x)

/-- The total spin operator `S₋S₊ + S_z² + S_z`, written with the raising operator `P = S₊`
and the projection `Z = S_z`. -/
def totalSpin (P Z : A) : A := star P * P + Z * Z + Z

/-- For self-adjoint `Sx`, `Sy` with `[Sx, Sy] = i Sz`, the total spin operator built from
`S₊ = Sx + i Sy` and `Sz` equals `Sx² + Sy² + Sz²`. -/
theorem totalSpin_cartesian {Sx Sy Sz : A} (hx : IsSelfAdjoint Sx) (hy : IsSelfAdjoint Sy)
    (h : Sx * Sy - Sy * Sx = Complex.I • Sz) :
    totalSpin (Sx + Complex.I • Sy) Sz = Sx * Sx + Sy * Sy + Sz * Sz := by
  have hs : star (Sx + Complex.I • Sy) = Sx - Complex.I • Sy := by
    rw [star_add, star_smul, hx.star_eq, hy.star_eq, Complex.star_def, Complex.conj_I,
      neg_smul, sub_eq_add_neg]
  have hp : (Sx - Complex.I • Sy) * (Sx + Complex.I • Sy)
      = Sx * Sx + Complex.I • (Sx * Sy - Sy * Sx) - (Complex.I * Complex.I) • (Sy * Sy) := by
    simp only [sub_mul, mul_add, smul_mul_assoc, mul_smul_comm]
    module
  rw [totalSpin, hs, hp, h, smul_smul, Complex.I_mul_I]
  module

/-- If a positive functional gives `a* a` the expectation zero, then it gives `x a` the
expectation zero for every operator `x`. -/
theorem null_operator {w : A →ₗ[ℂ] ℂ} (hw : ∀ x : A, 0 ≤ w (star x * x)) {a : A}
    (ha : w (star a * a) = 0) (x : A) : w (x * a) = 0 := by
  -- positivity on `x* + c a` is an affine condition in `c`
  have h : ∀ c : ℂ, 0 ≤ w (x * star x) + c * w (x * a) + star c * w (star a * star x) := by
    intro c
    have e : star (star x + c • a) * (star x + c • a) = x * star x + c • (x * a)
        + star c • (star a * star x) + (star c * c) • (star a * a) := by
      simp only [star_add, star_star, star_smul, add_mul, mul_add, smul_mul_assoc,
        mul_smul_comm]
      module
    have hc := hw (star x + c • a)
    rw [e] at hc
    simpa only [map_add, map_smul, smul_eq_mul, ha, mul_zero, add_zero] using hc
  generalize w (x * star x) = r at h
  generalize w (x * a) = u at h ⊢
  generalize w (star a * star x) = v at h
  have re : ∀ s t : ℝ, 0 ≤ r.re + s * (u.re + v.re) + t * (v.im - u.im) := by
    intro s t
    have h1 := (Complex.nonneg_iff.mp (h ⟨s, t⟩)).1
    simp only [Complex.add_re, Complex.mul_re, Complex.star_def, Complex.conj_re,
      Complex.conj_im] at h1
    linarith
  have im : ∀ s t : ℝ, r.im + s * (u.im + v.im) + t * (u.re - v.re) = 0 := by
    intro s t
    have h1 := (Complex.nonneg_iff.mp (h ⟨s, t⟩)).2
    simp only [Complex.add_im, Complex.mul_im, Complex.star_def, Complex.conj_re,
      Complex.conj_im] at h1
    linarith
  -- an affine function bounded below on the whole line has slope zero
  have slope : ∀ p k : ℝ, (∀ t : ℝ, 0 ≤ p + t * k) → k = 0 := by
    intro p k hk
    by_contra hne
    have h1 := hk (-(p + 1) / k)
    rw [div_mul_cancel₀ _ hne] at h1
    linarith
  have h1 := slope r.re (u.re + v.re) (fun t => by have := re t 0; linarith)
  have h2 := slope r.re (v.im - u.im) (fun t => by have := re 0 t; linarith)
  have h3 := im 0 0
  have h4 := im 1 0
  have h5 := im 0 1
  apply Complex.ext
  · rw [Complex.zero_re]; linarith
  · rw [Complex.zero_im]; linarith

/-- For a normalised functional with `w(Z) = m` and self-adjoint `Z`, the total spin expectation
is `m(m+1)` plus the expectation of `S₋S₊` plus the variance of the spin projection. -/
theorem totalSpin_excess {w : A →ₗ[ℂ] ℂ} (h1 : w 1 = 1) {Z : A} (hZ : IsSelfAdjoint Z)
    {m : ℝ} (hm : w Z = m) (P : A) :
    w (totalSpin P Z) = m * (m + 1) + (w (star P * P)
      + w (star (Z - (m : ℂ) • (1 : A)) * (Z - (m : ℂ) • (1 : A)))) := by
  have hs : star (Z - (m : ℂ) • (1 : A)) = Z - (m : ℂ) • (1 : A) := by
    rw [star_sub, star_smul, star_one, hZ.star_eq, Complex.star_def, Complex.conj_ofReal]
  have hv : (Z - (m : ℂ) • (1 : A)) * (Z - (m : ℂ) • (1 : A))
      = Z * Z - (2 * (m : ℂ)) • Z + ((m : ℂ) * m) • (1 : A) := by
    simp only [sub_mul, mul_sub, smul_mul_assoc, mul_smul_comm, one_mul, mul_one]
    module
  rw [hs, hv]
  simp only [totalSpin, map_add, map_sub, map_smul, smul_eq_mul, h1, hm]
  ring

/-- In a state with mean spin projection `m`, where `Z` is self-adjoint, the total spin
expectation equals `m(m+1)` exactly when all linear spin constraints `w(XP) = 0` and
`w(XZ) = m w(X)` hold. -/
theorem maximal_projection_iff {w : A →ₗ[ℂ] ℂ} (hw : IsState w) {Z : A}
    (hZ : IsSelfAdjoint Z) {m : ℝ} (hm : w Z = m) (P : A) :
    w (totalSpin P Z) = m * (m + 1) ↔ ∀ X : A, w (X * P) = 0 ∧ w (X * Z) = m * w X := by
  constructor
  · intro h X
    rw [totalSpin_excess hw.normalized hZ hm P] at h
    -- two non-negative expectations add up to zero, so both vanish
    have hsum : w (star P * P)
        + w (star (Z - (m : ℂ) • (1 : A)) * (Z - (m : ℂ) • (1 : A))) = 0 := by
      linear_combination h
    obtain ⟨hp, hv⟩ :=
      (add_eq_zero_iff_of_nonneg (hw.positive _) (hw.positive _)).mp hsum
    refine ⟨null_operator hw.positive hp X, ?_⟩
    have h2 := null_operator hw.positive hv X
    rw [mul_sub, mul_smul_comm, mul_one, map_sub, map_smul, smul_eq_mul] at h2
    linear_combination h2
  · intro h
    have h1 := (h (star P)).1
    have h2 := (h Z).2
    simp only [totalSpin, map_add, h1, h2, hm]
    ring

/-- If a state has mean projection `m` of a self-adjoint `Z` and total spin expectation `m(m+1)`,
then `w(X S²) = m(m+1) w(X)` for every operator `X`. -/
theorem totalSpin_constraint {w : A →ₗ[ℂ] ℂ} (hw : IsState w) {P Z : A}
    (hZ : IsSelfAdjoint Z) {m : ℝ} (hm : w Z = m)
    (hC : w (totalSpin P Z) = m * (m + 1)) (X : A) :
    w (X * totalSpin P Z) = m * (m + 1) * w X := by
  have hc := (maximal_projection_iff hw hZ hm P).mp hC
  have e : X * totalSpin P Z = (X * star P) * P + (X * Z) * Z + X * Z := by
    simp only [totalSpin, mul_add, mul_assoc]
  rw [e, map_add, map_add, (hc _).1, (hc (X * Z)).2, (hc X).2]
  ring

/-- The spin-1/2 matrix `Sx`. -/
def sX : Matrix (Fin 2) (Fin 2) ℂ := !![0, 1 / 2; 1 / 2, 0]

/-- The spin-1/2 matrix `Sy`. -/
def sY : Matrix (Fin 2) (Fin 2) ℂ := !![0, -Complex.I / 2; Complex.I / 2, 0]

/-- The spin-1/2 matrix `Sz`. -/
def sZ : Matrix (Fin 2) (Fin 2) ℂ := !![1 / 2, 0; 0, -1 / 2]

/-- The spin-1/2 raising matrix `S₊`. -/
def sP : Matrix (Fin 2) (Fin 2) ℂ := !![0, 1; 0, 0]

/-- The functional that weights spin up with `p` and spin down with `1 - p`. -/
def mixture (p : ℝ) : Matrix (Fin 2) (Fin 2) ℂ →ₗ[ℂ] ℂ where
  toFun X := (p : ℂ) * X 0 0 + (1 - (p : ℂ)) * X 1 1
  map_add' X Y := by
    simp only [Matrix.add_apply]
    ring
  map_smul' c X := by
    simp only [Matrix.smul_apply, smul_eq_mul, RingHom.id_apply]
    ring

/-- The spin-1/2 matrices are self-adjoint, satisfy `[Sx, Sy] = i Sz`, and
`S₊ = Sx + i Sy`. -/
theorem totalSpin_cartesian_witness :
    IsSelfAdjoint sX ∧ IsSelfAdjoint sY ∧ IsSelfAdjoint sZ ∧
      sX * sY - sY * sX = Complex.I • sZ ∧ sP = sX + Complex.I • sY := by
  simp only [isSelfAdjoint_iff]
  refine ⟨?_, ?_, ?_, ?_, ?_⟩ <;> ext i j <;> fin_cases i <;> fin_cases j <;>
    simp [sX, sY, sZ, sP, Matrix.star_apply, Complex.ext_iff] <;> norm_num

/-- For `0 ≤ p ≤ 1` the mixture of spin up and spin down is a state. -/
theorem mixture_isState {p : ℝ} (h0 : 0 ≤ p) (h1 : p ≤ 1) : IsState (mixture p) := by
  refine ⟨by simp [mixture], fun X => ?_⟩
  have e : mixture p (star X * X)
      = ((p * (Complex.normSq (X 0 0) + Complex.normSq (X 1 0))
        + (1 - p) * (Complex.normSq (X 0 1) + Complex.normSq (X 1 1)) : ℝ) : ℂ) := by
    change (p : ℂ) * (star X * X) 0 0 + (1 - (p : ℂ)) * (star X * X) 1 1 = _
    simp only [Matrix.mul_apply, Matrix.star_apply, Fin.sum_univ_two, Complex.star_def,
      Complex.ofReal_add, Complex.ofReal_mul, Complex.ofReal_sub, Complex.ofReal_one,
      Complex.normSq_eq_conj_mul_self]
  rw [e]
  exact Complex.zero_le_real.mpr (add_nonneg
    (mul_nonneg h0 (add_nonneg (Complex.normSq_nonneg _) (Complex.normSq_nonneg _)))
    (mul_nonneg (sub_nonneg.mpr h1)
      (add_nonneg (Complex.normSq_nonneg _) (Complex.normSq_nonneg _))))

/-- The spin-up state of a spin 1/2 has mean projection `m = 1/2` and total spin expectation
`m(m+1)`. -/
theorem maximal_projection_witness :
    IsState (mixture 1) ∧ mixture 1 sZ = ((1 / 2 : ℝ) : ℂ) ∧
      mixture 1 (totalSpin sP sZ) = ((1 / 2 : ℝ) : ℂ) * (((1 / 2 : ℝ) : ℂ) + 1) := by
  refine ⟨mixture_isState zero_le_one le_rfl, ?_, ?_⟩ <;>
    simp [mixture, totalSpin, sP, sZ, Matrix.mul_apply, Matrix.star_apply,
      Fin.sum_univ_two]
  norm_num

/-- The equal mixture of spin up and spin down has total spin expectation `s(s+1)` with `s = 1/2`
and mean projection `0`, and it gives `w(Z²) = 1/4`. -/
theorem nonmaximal_projection_fails :
    IsState (mixture (1 / 2)) ∧ mixture (1 / 2) sZ = 0 ∧
      mixture (1 / 2) (totalSpin sP sZ) = 1 / 2 * (1 / 2 + 1) ∧
      mixture (1 / 2) (sZ * sZ) = 1 / 4 := by
  refine ⟨mixture_isState (by norm_num) (by norm_num), ?_, ?_, ?_⟩ <;>
    simp [mixture, totalSpin, sP, sZ, Matrix.mul_apply, Matrix.star_apply,
      Fin.sum_univ_two] <;> norm_num

end

end MaximalSpinProjection
```

```lean
#print axioms MaximalSpinProjection.totalSpin_cartesian
#print axioms MaximalSpinProjection.totalSpin_constraint
#print axioms MaximalSpinProjection.nonmaximal_projection_fails
```

```
'MaximalSpinProjection.totalSpin_cartesian' depends on axioms: [propext, Classical.choice, Quot.sound]
'MaximalSpinProjection.totalSpin_constraint' depends on axioms: [propext, Classical.choice, Quot.sound]
'MaximalSpinProjection.nonmaximal_projection_fails' depends on axioms: [propext, Classical.choice, Quot.sound]
```

## From the positivity argument to the Lean proof

`null_operator` is the step from $w(a^*a)=0$ to $w(xa)=0$. Its first `have` expands the product for $x^*+ca$ and removes the quadratic term using `ha`. The three remaining expectation values are then named `r`, `u` and `v`, and $c=s+it$ is split into real numbers. The real part of the inequality is an affine function of $s$ and $t$ that is never negative. The auxiliary claim `slope` shows that its coefficients vanish: if $k\ne0$, the choice $t=-(p+1)/k$ makes $p+tk$ equal to $-1$. The imaginary part is zero for all $s,t$, and its values at $(0,0)$, $(1,0)$ and $(0,1)$ supply the other equations. Together they give $u=0$. The proof never needs to know beforehand that $v$ is the conjugate of $u$.

`totalSpin_excess` is the decomposition of $w(C)$. It uses normalisation, the self-adjointness of $Z$ and the mean value $m$, but not positivity.

In `maximal_projection_iff`, the forward direction rewrites the hypothesis with this decomposition, and `linear_combination h` leaves the sum of the two extra terms equal to zero. `add_eq_zero_iff_of_nonneg` splits that into two separate zeros, and `null_operator` is applied to each. The backward direction inserts `star P` and `Z` for `X`, as above. `totalSpin_constraint` regroups $XC$ so that each term ends in $P$ or $Z$, and then applies the constraints from the right.

The theorems after it concern a single spin 1/2. `totalSpin_cartesian_witness` checks that the matrices `sX`, `sY` and `sZ` are self-adjoint, that $[S_x,S_y]=iS_z$, and that `sP` is $S_x+iS_y$. The functional `mixture p` is $pX_{00}+(1-p)X_{11}$, with index 0 for spin up and 1 for spin down. `mixture_isState` proves positivity for $0\le p\le1$ from

$$w(X^*X)=p\big(|X_{00}|^2+|X_{10}|^2\big)+(1-p)\big(|X_{01}|^2+|X_{11}|^2\big).$$

The spin-up state, `mixture 1`, meets the hypotheses with $m=1/2$ and $w(C)=3/4$.

The equal mixture, `mixture (1 / 2)`, also has $w(C)=3/4$, the correct value for spin 1/2, but its mean projection is $0$. There $w(Z^2)=1/4$, whereas the constraint $w(XZ)=m\,w(X)$ with $X=Z$ would require $0$. This failure differs from the one in your example: the total spin is sharp and the projection is not, while your mixture has a sharp projection and no definite total spin. In both cases $\langle S^2\rangle$ lies above $m(m+1)$, so by `maximal_projection_iff` at least one of the constraints fails.
